# On a harmonic valley wall, Euler descent from a displaced start converges exactly when hk < 2, and trapezoidal descent converges for every positive step

## Zigzags in a reaction valley

A steepest-descent path from a transition state towards the products often runs along a valley of the potential energy surface. Along the floor the energy falls gently; across the floor it can rise steeply on both sides, for example where stiff bonds resist being stretched or compressed. A path follower that has drifted a little way up a wall should slide back to the floor. With too long a step it lands on the opposite wall instead, and the computed path zigzags. How long may the step be before the zigzag stops dying out, and does the answer change if the slope at the new point is used as well?

Let y be the displacement from the floor across the valley, and let the wall be harmonic with curvature k > 0:

V(y) = k y² / 2

Continuous descent obeys dy/dt = −V′(y) = −k y, where t parametrises the path and is not physical time. The displacement therefore decays exponentially and never changes sign. A numerical scheme replaces this by a sequence y₀, y₁, y₂, … with a fixed step h > 0. Here h is the step in t, which multiplies the gradient itself; it is neither Planck's constant nor an arc length. The letter k is a force constant, and the product hk is dimensionless.

## Thresholds for the two schemes

Explicit Euler descent uses the slope at the old point:

yₙ₊₁ = yₙ − h V′(yₙ)

Starting from y₀ ≠ 0, it converges to the floor if and only if hk < 2, and it changes sign at every step if and only if hk > 1.

Implicit trapezoidal descent uses the mean of the slopes at the old and the new point:

yₙ₊₁ = yₙ − (h/2) [V′(yₙ) + V′(yₙ₊₁)]

It converges to the floor for every h > 0 and every y₀. From y₀ ≠ 0 it changes sign at every step if and only if hk > 2, so convergence does not exclude zigzags.

For several decoupled harmonic walls with curvatures kᵢ > 0, a common Euler step and a nonzero initial displacement on each wall, convergence holds if and only if h kᵢ < 2 for every i. In this harmonic, decoupled model the wall with the largest curvature limits the explicit step. The same bound applies to fixed-step steepest-descent relaxation of a structure near a minimum in the harmonic approximation, where the kᵢ are the positive eigenvalues of the Hessian in the coordinates used for the descent.

## Euler descent as a geometric sequence

The slope is V′(y) = k y, so one Euler step gives

yₙ₊₁ = yₙ − h k yₙ = (1 − hk) yₙ

and n steps give

yₙ = (1 − hk)ⁿ y₀

Write r = 1 − hk. Since y₀ is a fixed nonzero number, yₙ → 0 if and only if rⁿ → 0, which happens if and only if |r| < 1. This means

−1 < 1 − hk < 1

The right-hand inequality says hk > 0, which is already given. The left-hand one says hk < 2.

For the signs, multiply neighbouring terms:

yₙ yₙ₊₁ = r (rⁿ y₀)²

If r < 0, the square is positive and the product is negative for every n. If r ≥ 0, the product at n = 0 is r y₀² ≥ 0, so the first step does not change the sign. The path therefore alternates exactly when 1 − hk < 0, that is, when hk > 1.

There are thus three regimes. For hk < 1 the path approaches the floor from one side, for 1 < hk < 2 it zigzags with shrinking amplitude, and for hk > 2 the amplitude grows. At hk = 1 it reaches the floor in one step; at hk = 2 it jumps between y₀ and −y₀ for ever.

With several decoupled walls, each component obeys its own recursion. A vector with finitely many components tends to zero exactly when each component does, so the one-wall condition must hold for every kᵢ.

## Solving the trapezoidal equation for the new point

Inserting V′(y) = k y gives

yₙ₊₁ = yₙ − (hk/2)(yₙ + yₙ₊₁)

Collect the new point on the left:

(1 + hk/2) yₙ₊₁ = (1 − hk/2) yₙ

The bracket on the left is positive, so division is allowed:

yₙ = qⁿ y₀, with q = (1 − hk/2) / (1 + hk/2)

Put a = hk/2 > 0. The condition |q| < 1 reads

−(1 + a) < 1 − a < 1 + a

The left-hand inequality reduces to −1 < 1 and the right-hand one to a > 0. Both always hold, so qⁿ y₀ → 0 whatever the step. The denominator is positive, so q < 0 exactly when a > 1, that is, when hk > 2. The argument about neighbouring terms then gives the alternation criterion with q in place of r.

## Two steps on a wall with k = 4

Take k = 4 and y₀ = 1 in consistent units.

With h = 0.3 we have hk = 1.2. The Euler factor is 1 − 1.2 = −0.2, and the displacements are

1, −0.2, 0.04, −0.008, …

The path crosses the floor at every step but converges. The trapezoidal factor is (1 − 0.6)/(1 + 0.6) = 0.25, which gives 1, 0.25, 0.0625, … without a crossing.

With h = 0.6 we have hk = 2.4. The Euler factor is −1.4, and the displacements grow:

1, −1.4, 1.96, −2.744, …

The trapezoidal factor is (1 − 1.2)/(1 + 1.2) = −1/11. The path now alternates too, but each displacement is eleven times smaller than the one before.

## Paths, slopes and limits as Lean objects

The energy V is `wallEnergy k`, a function from real numbers to real numbers. A path is a sequence `y : ℕ → ℝ`, with `y 0` as the starting displacement. The predicates `IsEulerPath V h y` and `IsTrapezoidPath V h y` say that the sequence obeys the respective scheme at every step. They contain the derivative `deriv V` of an arbitrary energy function, so the linear recursions are consequences of the harmonic energy and are not put in by definition.

Convergence to the floor is `Tendsto y atTop (𝓝 0)`. Alternation is the statement that `y n * y (n + 1) < 0` for all `n`, a strict change of sign at every step. The number q above is `trapezoidFactor h k`.

The hypotheses `0 < k` and `0 < h` describe a wall that rises away from the floor and a step taken downhill. The Euler alternation theorem does without them and needs only `y 0 ≠ 0`. The trapezoidal convergence theorem assumes both but allows any start.

The trapezoidal scheme is implicit, so one may ask whether a path exists at all. The theorem `trapezoid_iff_geometric` is an equivalence: a sequence obeys the scheme exactly when it is geometric with ratio q. Each starting value therefore has one and only one path.

In the many-wall theorem, `y n i` is the displacement on wall `i` after `n` steps, and `Fin d` labels the `d` walls. The hypothesis that every `y 0 i` is nonzero matters for the "only if" direction: a wall with h kᵢ ≥ 2 and zero initial displacement stays at zero and does not spoil convergence.

The step from this model to a real reaction path is the assumption that displacements across the valley separate from the motion along it and feel a constant curvature. A curved floor, anharmonic walls or curvatures that change along the path break that assumption. The model also assumes a constant h, which a follower with steps of fixed length does not have: its effective h varies with the size of the gradient. Rounding is absent as well, because the sequences consist of real numbers.

## The complete Lean file

```lean
import Mathlib

open Filter Topology

namespace ValleyWallDescent

noncomputable section

/-- The harmonic energy `k y² / 2` of a valley wall of curvature `k` at displacement `y`. -/
def wallEnergy (k y : ℝ) : ℝ := k / 2 * y ^ 2

/-- Explicit Euler descent with step `h`: each move follows the downhill slope of `V`
at the old point. -/
def IsEulerPath (V : ℝ → ℝ) (h : ℝ) (y : ℕ → ℝ) : Prop :=
  ∀ n, y (n + 1) = y n - h * deriv V (y n)

/-- Implicit trapezoidal descent with step `h`: each move follows the mean of the downhill
slopes of `V` at the old and the new point. -/
def IsTrapezoidPath (V : ℝ → ℝ) (h : ℝ) (y : ℕ → ℝ) : Prop :=
  ∀ n, y (n + 1) = y n - h / 2 * (deriv V (y n) + deriv V (y (n + 1)))

/-- The factor by which one trapezoidal step multiplies the displacement on a harmonic wall,
for `1 + h k / 2 ≠ 0`. -/
def trapezoidFactor (h k : ℝ) : ℝ := (1 - h * k / 2) / (1 + h * k / 2)

/-- The slope of the harmonic wall at displacement `y` is `k y`. -/
theorem deriv_wallEnergy (k y : ℝ) : deriv (wallEnergy k) y = k * y := by
  have h : HasDerivAt (wallEnergy k) (k / 2 * (((2 : ℕ) : ℝ) * y ^ (2 - 1))) y :=
    (hasDerivAt_pow 2 y).const_mul (k / 2)
  have e : (2 : ℕ) - 1 = 1 := rfl
  rw [h.deriv, e, pow_one]
  push_cast
  ring

/-- A geometric sequence with nonzero start changes sign at every step exactly when its
ratio is negative. -/
theorem geometric_alternates_iff {r c : ℝ} (hc : c ≠ 0) :
    (∀ n : ℕ, (r ^ n * c) * (r ^ (n + 1) * c) < 0) ↔ r < 0 := by
  constructor
  · intro H
    by_contra hr
    have h0 : r * c ^ 2 < 0 := by
      calc r * c ^ 2 = (r ^ 0 * c) * (r ^ (0 + 1) * c) := by ring
        _ < 0 := H 0
    have h1 : 0 ≤ r * c ^ 2 := mul_nonneg (not_lt.mp hr) (sq_nonneg c)
    linarith
  · intro hr n
    have hne : r ^ n * c ≠ 0 := mul_ne_zero (pow_ne_zero n hr.ne) hc
    have hpos : 0 < (r ^ n * c) ^ 2 := (sq_nonneg _).lt_of_ne' (pow_ne_zero 2 hne)
    calc (r ^ n * c) * (r ^ (n + 1) * c) = r * (r ^ n * c) ^ 2 := by ring
      _ < 0 := mul_neg_of_neg_of_pos hr hpos

/-- On a harmonic wall, `n` Euler steps multiply the displacement by `(1 - h k)ⁿ`. -/
theorem euler_closed_form {k h : ℝ} {y : ℕ → ℝ} (hy : IsEulerPath (wallEnergy k) h y)
    (n : ℕ) : y n = (1 - h * k) ^ n * y 0 := by
  induction n with
  | zero => simp
  | succ n ih =>
    rw [hy n, deriv_wallEnergy, ih]
    ring

/-- For positive curvature and step, Euler descent from a nonzero displacement converges to
the valley floor if and only if `h k < 2`. -/
theorem euler_tendsto_iff {k h : ℝ} (hk : 0 < k) (hh : 0 < h) {y : ℕ → ℝ}
    (hy : IsEulerPath (wallEnergy k) h y) (h0 : y 0 ≠ 0) :
    Tendsto y atTop (𝓝 0) ↔ h * k < 2 := by
  have hp := mul_pos hh hk
  have hr : |1 - h * k| < 1 ↔ h * k < 2 := by
    rw [abs_lt]
    constructor
    · rintro ⟨a, _⟩
      linarith
    · intro a
      constructor <;> linarith
  rw [← hr, ← tendsto_pow_atTop_nhds_zero_iff]
  constructor
  · -- dividing by the start isolates the powers of the step factor
    intro ht
    have h1 := ht.div_const (y 0)
    rw [zero_div] at h1
    refine h1.congr fun n => ?_
    show y n / y 0 = (1 - h * k) ^ n
    rw [euler_closed_form hy n, mul_div_cancel_right₀ _ h0]
  · intro ht
    have h1 := ht.mul_const (y 0)
    rw [zero_mul] at h1
    exact h1.congr fun n => (euler_closed_form hy n).symm

/-- Euler descent from a nonzero displacement jumps across the valley floor at every step
if and only if `h k > 1`. -/
theorem euler_alternates_iff {k h : ℝ} {y : ℕ → ℝ}
    (hy : IsEulerPath (wallEnergy k) h y) (h0 : y 0 ≠ 0) :
    (∀ n, y n * y (n + 1) < 0) ↔ 1 < h * k := by
  rw [← sub_neg, ← geometric_alternates_iff (r := 1 - h * k) h0]
  exact forall_congr' fun n => by
    rw [← euler_closed_form hy n, ← euler_closed_form hy (n + 1)]

/-- In a valley with `d` decoupled walls of positive curvatures `k i`, all displaced at the
start, Euler descent with a common step `h > 0` converges to the floor if and only if
`h k i < 2` for every wall. -/
theorem euler_many_walls_tendsto_iff {d : ℕ} {k : Fin d → ℝ} {h : ℝ} (hk : ∀ i, 0 < k i)
    (hh : 0 < h) {y : ℕ → Fin d → ℝ}
    (hy : ∀ i, IsEulerPath (wallEnergy (k i)) h (fun n => y n i)) (h0 : ∀ i, y 0 i ≠ 0) :
    Tendsto y atTop (𝓝 0) ↔ ∀ i, h * k i < 2 := by
  rw [tendsto_pi_nhds]
  exact forall_congr' fun i => euler_tendsto_iff (hk i) hh (hy i) (h0 i)

/-- For positive curvature and step, a sequence obeys the implicit trapezoidal scheme on a
harmonic wall if and only if it is geometric with ratio `(1 - h k / 2) / (1 + h k / 2)`. -/
theorem trapezoid_iff_geometric {k h : ℝ} (hk : 0 < k) (hh : 0 < h) {y : ℕ → ℝ} :
    IsTrapezoidPath (wallEnergy k) h y ↔ ∀ n, y n = trapezoidFactor h k ^ n * y 0 := by
  have hne : 1 + h * k / 2 ≠ 0 := by positivity
  -- the implicit equation is solved for the new point `b`
  have step : ∀ a b : ℝ,
      b = a - h / 2 * (k * a + k * b) ↔ b = trapezoidFactor h k * a := by
    intro a b
    have hf : trapezoidFactor h k * a = (1 - h * k / 2) * a / (1 + h * k / 2) := by
      rw [trapezoidFactor, div_mul_eq_mul_div]
    rw [hf, eq_div_iff hne]
    constructor <;> intro e <;> linear_combination e
  constructor
  · intro hy n
    induction n with
    | zero => simp
    | succ n ih =>
      have s := hy n
      simp only [deriv_wallEnergy] at s
      rw [(step _ _).mp s, ih]
      ring
  · intro hy n
    simp only [deriv_wallEnergy]
    refine (step _ _).mpr ?_
    rw [hy (n + 1), hy n]
    ring

/-- On a wall of positive curvature, implicit trapezoidal descent converges to the valley
floor for every step `h > 0` and every starting displacement. -/
theorem trapezoid_tendsto {k h : ℝ} (hk : 0 < k) (hh : 0 < h) {y : ℕ → ℝ}
    (hy : IsTrapezoidPath (wallEnergy k) h y) : Tendsto y atTop (𝓝 0) := by
  have hp := mul_pos hh hk
  have hd : 0 < 1 + h * k / 2 := by positivity
  have hr : |trapezoidFactor h k| < 1 := by
    rw [trapezoidFactor, abs_lt, lt_div_iff₀ hd, div_lt_iff₀ hd]
    constructor <;> linarith
  have h1 := (tendsto_pow_atTop_nhds_zero_iff.mpr hr).mul_const (y 0)
  rw [zero_mul] at h1
  exact h1.congr fun n => ((trapezoid_iff_geometric hk hh).mp hy n).symm

/-- For positive curvature and step, trapezoidal descent from a nonzero displacement jumps
across the valley floor at every step if and only if `h k > 2`. -/
theorem trapezoid_alternates_iff {k h : ℝ} (hk : 0 < k) (hh : 0 < h) {y : ℕ → ℝ}
    (hy : IsTrapezoidPath (wallEnergy k) h y) (h0 : y 0 ≠ 0) :
    (∀ n, y n * y (n + 1) < 0) ↔ 2 < h * k := by
  have hd : 0 < 1 + h * k / 2 := by positivity
  have hr : trapezoidFactor h k < 0 ↔ 2 < h * k := by
    rw [trapezoidFactor, div_lt_iff₀ hd, zero_mul]
    constructor <;> intro a <;> linarith
  have hc := (trapezoid_iff_geometric hk hh).mp hy
  rw [← hr, ← geometric_alternates_iff (r := trapezoidFactor h k) h0]
  exact forall_congr' fun n => by rw [← hc n, ← hc (n + 1)]

end

end ValleyWallDescent
```

```lean
#print axioms ValleyWallDescent.euler_alternates_iff
#print axioms ValleyWallDescent.euler_many_walls_tendsto_iff
#print axioms ValleyWallDescent.trapezoid_tendsto
#print axioms ValleyWallDescent.trapezoid_alternates_iff
```

```
'ValleyWallDescent.euler_alternates_iff' depends on axioms: [propext, Classical.choice, Quot.sound]
'ValleyWallDescent.euler_many_walls_tendsto_iff' depends on axioms: [propext, Classical.choice, Quot.sound]
'ValleyWallDescent.trapezoid_tendsto' depends on axioms: [propext, Classical.choice, Quot.sound]
'ValleyWallDescent.trapezoid_alternates_iff' depends on axioms: [propext, Classical.choice, Quot.sound]
```

## From the slope to the thresholds in Lean

`deriv_wallEnergy` differentiates the energy: Mathlib's rule for powers, multiplied by the constant k/2, gives k y. Both schemes use this result to turn `deriv` into a linear expression.

`geometric_alternates_iff` is the sign argument for a general ratio `r` and a nonzero start `c`. In one direction it assumes that `r` is not negative and contradicts the sign change at `n = 0`. In the other it writes the product of neighbours as `r` times a positive square.

`euler_closed_form` proves yₙ = (1 − hk)ⁿ y₀ by induction. The inductive step substitutes the scheme, the slope and the formula for `n`, and `ring` collects the factors.

`euler_tendsto_iff` first shows that |1 − hk| < 1 is equivalent to hk < 2, by splitting the absolute value into two inequalities. Mathlib's `tendsto_pow_atTop_nhds_zero_iff` supplies the fact that powers of a number tend to zero exactly when its modulus is below one. To pass from the path to the powers the proof divides by `y 0`, which is where the nonzero start enters; to return it multiplies by `y 0`.

`euler_alternates_iff` rewrites hk > 1 as 1 − hk < 0 and applies the sign lemma, with the closed form identifying the terms of the path.

`euler_many_walls_tendsto_iff` uses `tendsto_pi_nhds`, which says that convergence of a vector is convergence of each component, and then applies the one-wall theorem to each `i`.

`trapezoid_iff_geometric` contains the algebra of the implicit scheme. Its inner statement `step` solves the equation for the new point `b` in terms of the old point `a`: `eq_div_iff` clears the nonzero denominator, and `linear_combination` checks that the two linear equations agree. Induction then turns a path into a geometric sequence. For the converse, the geometric formula is substituted at `n` and `n + 1`, and `step` is read backwards.

`trapezoid_tendsto` proves |q| < 1 by multiplying both inequalities by the positive denominator, after which `linarith` finishes them as in the calculation with a. The powers of q tend to zero, and multiplying by `y 0` gives the limit of the path.

`trapezoid_alternates_iff` shows that q is negative exactly when hk > 2 and hands the rest to the sign lemma, which thus serves both schemes.
